# Plane waves on a ring violate the length–velocity relation unless their wave numbers are opposite

For integers $k$ and $l$ with $k^2\neq l^2$, the plane waves $e^{ikx}$ and $e^{ilx}$ on $[0,2\pi]$ have zero momentum matrix element, yet $(k^2-l^2)/2$ times their position matrix element is not zero. With $\hbar=m=1$ that prefactor is the energy difference, so the relation I normally use to pass between length and velocity gauge fails for these states. I can see that periodicity must be to blame, but I would like to see exactly which term is lost, with the whole argument made rigorous and machine-checked. Can that be done in Lean?

## The missing term is $i\pi(k+l)$

Yes. For plane waves on $[0,2\pi]$ the two sides of the relation differ by exactly $i\pi(k+l)$, so it holds if and only if $l=-k$. The difference is a boundary term from integration by parts. It vanishes for states that are zero at both ends of the interval, but periodicity alone does not remove it, because $x$ itself is not periodic.

Let $f$ and $g$ be stationary states of one real potential $V$, with energies $E_1$ and $E_2$:
$$f''=2(V-E_1)f,\qquad g''=2(V-E_2)g .$$
On an interval from $a$ to $b$, define the matrix elements
$$X=\int_a^b f^*\,x\,g\,dx,\qquad P=\int_a^b f^*(-i\,g')\,dx .$$
The length–velocity relation reads $(E_1-E_2)X=-iP$. To see what it leaves out, take
$$B(x)=\tfrac12\left[x\,(f^*g'-f'^*g)+f^*g\right].$$
The product rule gives
$$B'=\tfrac12\left[f^*g'-f'^*g+x\,(f^*g''-f''^*g)+f'^*g+f^*g'\right]
=f^*g'+\tfrac{x}{2}(f^*g''-f''^*g).$$
Since $V$ and $E_1$ are real, $f''^*=2(V-E_1)f^*$. The potential cancels in the last bracket, which becomes $2(E_1-E_2)f^*g$. Hence
$$B'=f^*g'+(E_1-E_2)\,f^*xg .$$
Because $f^*g'=i\,f^*(-ig')$, integration gives $B(b)-B(a)=iP+(E_1-E_2)X$, that is,
$$(E_1-E_2)X=-iP+B(b)-B(a).$$
If $f$ and $g$ vanish at $a$ and $b$, every term of $B$ vanishes there and the usual relation follows.

Now put $f=e^{ikx}$, $g=e^{ilx}$, $V=0$, $a=0$ and $b=2\pi$. The energies are $k^2/2$ and $l^2/2$. Both waves equal $1$ at both ends, so the $f^*g$ parts of $B$ cancel in the difference. The bracket multiplying $x$ is $il-(-ik)=i(k+l)$ at each end, and it is weighted by $2\pi$ at one end and by $0$ at the other:
$$B(2\pi)-B(0)=\tfrac12\cdot2\pi\cdot i(k+l)=i\pi(k+l).$$
For $k\neq l$ the momentum element is
$$P=l\int_0^{2\pi}e^{i(l-k)x}dx=l\,\frac{e^{2\pi i(l-k)}-1}{i(l-k)}=0 .$$
If $k^2\neq l^2$, then $k\neq l$ and $k+l\neq0$. So $P=0$, while
$$\frac{k^2-l^2}{2}\,X=i\pi(k+l)\neq0 .$$
These waves are unnormalised. With the factor $1/\sqrt{2\pi}$ in each state, the position element is $i/(k-l)$ and the nonzero side is $i(k+l)/2$.

## How the Lean definitions encode the physics

`positionElement` and `momentumElement` are the integrals $X$ and $P$, with complex conjugation on the first state and $p=-i\,d/dx$. They do not normalise the states.

`IsStationary V E ψ` says that `ψ` is differentiable on the whole line and that its derivative has derivative $2(V-E)\psi$ at every point. The types make $V$ and $E$ real. The predicate contains no boundary condition and no normalisation, and it admits the zero function. A potential step is excluded wherever it would prevent the second derivative from existing.

The ring has no type of its own: it enters through the interval from `0` to `2 * π` and the integer wave numbers of `planeWave`. The main theorem, `periodic_counterexample`, assumes only `k ^ 2 ≠ l ^ 2` and concludes three things: the momentum element is zero, the energy difference times the position element equals $i\pi(k+l)$, and this product is nonzero. `planeWave_relation_iff` treats all pairs of integers, including $k=l$.

The setting is one particle in one dimension with a local potential. The boundary identity holds for any two functions that satisfy `IsStationary` with the same real potential, but the ring results are for free plane waves.

```lean
import Mathlib

open Complex ComplexConjugate
open scoped Real

namespace LengthVelocityPeriodic

noncomputable section

/-- The matrix element of position between `f` and `g` on the interval from `a` to `b`. -/
def positionElement (a b : ℝ) (f g : ℝ → ℂ) : ℂ :=
  ∫ x in a..b, conj (f x) * ((x : ℂ) * g x)

/-- The matrix element of the momentum `-i d/dx` between `f` and `g`, with `ħ = 1`. -/
def momentumElement (a b : ℝ) (f g : ℝ → ℂ) : ℂ :=
  ∫ x in a..b, conj (f x) * (-I * deriv g x)

/-- The wave function `ψ` solves the stationary Schrödinger equation
`-ψ''/2 + V ψ = E ψ` on the line, with `ħ = m = 1`. -/
def IsStationary (V : ℝ → ℝ) (E : ℝ) (ψ : ℝ → ℂ) : Prop :=
  Differentiable ℝ ψ ∧
    ∀ x, HasDerivAt (deriv ψ) (2 * ((V x : ℂ) - (E : ℂ)) * ψ x) x

/-- The boundary expression `(x (f* g' - f'* g) + f* g) / 2` at the point `x`. -/
def boundaryTerm (f g : ℝ → ℂ) (x : ℝ) : ℂ :=
  ((x : ℂ) * (conj (f x) * deriv g x - conj (deriv f x) * g x) + conj (f x) * g x) / 2

/-- The plane wave `exp(ikx)` with integer wave number `k`. -/
def planeWave (k : ℤ) : ℝ → ℂ := fun x => cexp (I * k * x)

/-- The function `sin(nx)` for a natural number `n`. -/
def boxState (n : ℕ) : ℝ → ℂ := fun x => ((Real.sin (n * x) : ℝ) : ℂ)

private lemma hasDerivAt_coe (x : ℝ) : HasDerivAt (fun y : ℝ => (y : ℂ)) 1 x := by
  simpa using (hasDerivAt_id x).ofReal_comp

private lemma hasDerivAt_conj {h : ℝ → ℂ} {h' : ℂ} {x : ℝ} (hh : HasDerivAt h h' x) :
    HasDerivAt (fun y => conj (h y)) (conj h') x := hh.star

/-- For two stationary states of one real potential, the energy difference times the position
element equals `-i` times the momentum element plus the difference of the boundary terms. -/
theorem length_velocity_boundary {V : ℝ → ℝ} {E₁ E₂ : ℝ} {f g : ℝ → ℂ}
    (hf : IsStationary V E₁ f) (hg : IsStationary V E₂ g) (a b : ℝ) :
    ((E₁ : ℂ) - E₂) * positionElement a b f g =
      -I * momentumElement a b f g + (boundaryTerm f g b - boundaryTerm f g a) := by
  -- the potential cancels in the derivative of the boundary term
  have hG : ∀ x : ℝ, HasDerivAt (boundaryTerm f g)
      (I * (conj (f x) * (-I * deriv g x)) +
        ((E₁ : ℂ) - E₂) * (conj (f x) * ((x : ℂ) * g x))) x := by
    intro x
    have f0 := hasDerivAt_conj (hf.1 x).hasDerivAt
    have f1 := hasDerivAt_conj (hf.2 x)
    have g0 := (hg.1 x).hasDerivAt
    have g1 := hg.2 x
    have h := (((hasDerivAt_coe x).fun_mul
      ((f0.fun_mul g1).fun_sub (f1.fun_mul g0))).fun_add (f0.fun_mul g0)).div_const 2
    refine h.congr_deriv ?_
    simp only [map_mul, map_sub, Complex.conj_ofReal, map_ofNat]
    linear_combination (conj (f x) * deriv g x) * Complex.I_sq
  have hfc : Continuous (fun x => conj (f x)) := Complex.continuous_conj.comp hf.1.continuous
  have hgd : Continuous (deriv g) :=
    continuous_iff_continuousAt.2 fun x => (hg.2 x).continuousAt
  have c1 : Continuous (fun x : ℝ => conj (f x) * (-I * deriv g x)) :=
    hfc.mul (continuous_const.mul hgd)
  have c2 : Continuous (fun x : ℝ => conj (f x) * ((x : ℂ) * g x)) :=
    hfc.mul (Complex.continuous_ofReal.mul hg.1.continuous)
  have i1 : IntervalIntegrable (fun x : ℝ => I * (conj (f x) * (-I * deriv g x)))
      MeasureTheory.volume a b := (c1.intervalIntegrable a b).const_mul I
  have i2 : IntervalIntegrable
      (fun x : ℝ => ((E₁ : ℂ) - E₂) * (conj (f x) * ((x : ℂ) * g x)))
      MeasureTheory.volume a b := (c2.intervalIntegrable a b).const_mul _
  -- integrate from `a` to `b`
  have key := intervalIntegral.integral_eq_sub_of_hasDerivAt (fun x _ => hG x) (i1.add i2)
  rw [intervalIntegral.integral_add i1 i2, intervalIntegral.integral_const_mul,
    intervalIntegral.integral_const_mul] at key
  unfold positionElement momentumElement
  linear_combination key

/-- The length-velocity relation holds for two stationary states of one real potential if both
states vanish at both ends of the interval. -/
theorem length_velocity_of_dirichlet {V : ℝ → ℝ} {E₁ E₂ a b : ℝ} {f g : ℝ → ℂ}
    (hf : IsStationary V E₁ f) (hg : IsStationary V E₂ g)
    (hfa : f a = 0) (hfb : f b = 0) (hga : g a = 0) (hgb : g b = 0) :
    ((E₁ : ℂ) - E₂) * positionElement a b f g = -I * momentumElement a b f g := by
  rw [length_velocity_boundary hf hg a b]
  simp [boundaryTerm, hfa, hfb, hga, hgb]

/-- For every natural number `n`, the function `sin(nx)` solves the stationary Schrödinger equation
with zero potential and energy `n²/2`, and it vanishes at `0` and at `π`. -/
theorem length_velocity_of_dirichlet_witness (n : ℕ) :
    IsStationary (fun _ => 0) ((n : ℝ) ^ 2 / 2) (boxState n) ∧
      boxState n 0 = 0 ∧ boxState n π = 0 := by
  have h1 : ∀ x : ℝ, HasDerivAt (fun y : ℝ => (n : ℝ) * y) (n : ℝ) x := fun x =>
    ((hasDerivAt_id' x).const_mul (n : ℝ)).congr_deriv (mul_one _)
  have hs : ∀ x : ℝ, HasDerivAt (boxState n) ((n * Real.cos (n * x) : ℝ) : ℂ) x := fun x =>
    ((h1 x).sin.congr_deriv (mul_comm _ _)).ofReal_comp
  have hd : deriv (boxState n) = fun x : ℝ => ((n * Real.cos (n * x) : ℝ) : ℂ) :=
    funext fun x => (hs x).deriv
  refine ⟨⟨fun x => (hs x).differentiableAt, fun x => ?_⟩, ?_, ?_⟩
  · rw [hd]
    refine (((h1 x).cos.const_mul (n : ℝ)).ofReal_comp).congr_deriv ?_
    simp only [boxState]
    push_cast
    ring
  · simp [boxState]
  · simp only [boxState, Real.sin_nat_mul_pi, Complex.ofReal_zero]

private lemma hasDerivAt_planeWave (k : ℤ) (x : ℝ) :
    HasDerivAt (planeWave k) (I * k * planeWave k x) x := by
  have h1 : HasDerivAt (fun y : ℝ => I * k * (y : ℂ)) (I * k) x :=
    ((hasDerivAt_coe x).const_mul (I * (k : ℂ))).congr_deriv (mul_one _)
  refine h1.cexp.congr_deriv ?_
  simp only [planeWave]
  ring

private lemma deriv_planeWave (k : ℤ) :
    deriv (planeWave k) = fun x => I * k * planeWave k x :=
  funext fun x => (hasDerivAt_planeWave k x).deriv

/-- The plane wave `exp(ikx)` is a free stationary state of energy `k²/2`. -/
theorem planeWave_stationary (k : ℤ) :
    IsStationary (fun _ => 0) ((k : ℝ) ^ 2 / 2) (planeWave k) := by
  refine ⟨fun x => (hasDerivAt_planeWave k x).differentiableAt, fun x => ?_⟩
  rw [deriv_planeWave]
  refine ((hasDerivAt_planeWave k x).const_mul (I * (k : ℂ))).congr_deriv ?_
  push_cast
  linear_combination ((k : ℂ) ^ 2 * planeWave k x) * Complex.I_sq

/-- The momentum element between plane waves of different wave numbers vanishes
on `[0, 2π]`. -/
theorem planeWave_momentum {k l : ℤ} (hkl : k ≠ l) :
    momentumElement 0 (2 * π) (planeWave k) (planeWave l) = 0 := by
  have hlk : (l : ℂ) ≠ k := by exact_mod_cast hkl.symm
  have hc : I * ((l : ℂ) - k) ≠ 0 := mul_ne_zero Complex.I_ne_zero (sub_ne_zero.2 hlk)
  have hfun : ∀ x : ℝ, conj (planeWave k x) * (-I * deriv (planeWave l) x) =
      l * cexp (I * ((l : ℂ) - k) * x) := by
    intro x
    have h1 : conj (planeWave k x) = cexp (-(I * k * x)) := by
      simp only [planeWave, ← Complex.exp_conj, map_mul, Complex.conj_I,
        Complex.conj_ofReal, map_intCast, neg_mul]
    have h2 : cexp (I * ((l : ℂ) - k) * x) = cexp (-(I * k * x)) * cexp (I * l * x) := by
      rw [← Complex.exp_add]
      congr 1
      ring
    rw [deriv_planeWave, h1, h2]
    simp only [planeWave]
    linear_combination (-(l : ℂ) * cexp (-(I * k * x)) * cexp (I * l * x)) * Complex.I_sq
  -- the remaining exponential completes whole periods
  have hp : cexp (I * ((l : ℂ) - k) * ((2 * π : ℝ) : ℂ)) = 1 :=
    Complex.exp_eq_one_iff.2 ⟨l - k, by push_cast; ring⟩
  unfold momentumElement
  simp only [hfun]
  rw [intervalIntegral.integral_const_mul, integral_exp_mul_complex hc, hp]
  simp

/-- For plane waves on `[0, 2π]` the two sides of the length-velocity relation differ
by `iπ(k + l)`. -/
theorem planeWave_defect (k l : ℤ) :
    ((k : ℂ) ^ 2 - (l : ℂ) ^ 2) / 2 * positionElement 0 (2 * π) (planeWave k) (planeWave l) =
      -I * momentumElement 0 (2 * π) (planeWave k) (planeWave l) + I * π * ((k : ℂ) + l) := by
  have h0 : ∀ m : ℤ, planeWave m 0 = 1 := fun m => by simp [planeWave]
  have h1 : ∀ m : ℤ, planeWave m (2 * π) = 1 := fun m =>
    Complex.exp_eq_one_iff.2 ⟨m, by push_cast; ring⟩
  have hB : boundaryTerm (planeWave k) (planeWave l) (2 * π) -
      boundaryTerm (planeWave k) (planeWave l) 0 = I * π * ((k : ℂ) + l) := by
    simp only [boundaryTerm, deriv_planeWave, h0, h1, map_mul, map_one, Complex.conj_I,
      map_intCast]
    push_cast
    ring
  have h := length_velocity_boundary (planeWave_stationary k) (planeWave_stationary l) 0 (2 * π)
  push_cast at h
  linear_combination h + hB

/-- Periodic counterexample: if `k² ≠ l²`, the momentum element between the plane waves is
zero, while `(k² - l²)/2` times the position element equals `iπ(k + l)` and is nonzero. -/
theorem periodic_counterexample {k l : ℤ} (hkl : k ^ 2 ≠ l ^ 2) :
    momentumElement 0 (2 * π) (planeWave k) (planeWave l) = 0 ∧
    ((k : ℂ) ^ 2 - (l : ℂ) ^ 2) / 2 * positionElement 0 (2 * π) (planeWave k) (planeWave l) =
      I * π * ((k : ℂ) + l) ∧
    ((k : ℂ) ^ 2 - (l : ℂ) ^ 2) / 2 *
      positionElement 0 (2 * π) (planeWave k) (planeWave l) ≠ 0 := by
  have hp := planeWave_momentum (k := k) (l := l) (fun h => hkl (by rw [h]))
  have hd := planeWave_defect k l
  rw [hp, mul_zero, zero_add] at hd
  have hs : k + l ≠ 0 := fun h => hkl (by rw [eq_neg_of_add_eq_zero_left h]; ring)
  have hs' : (k : ℂ) + l ≠ 0 := by exact_mod_cast hs
  refine ⟨hp, hd, ?_⟩
  rw [hd]
  exact mul_ne_zero (mul_ne_zero Complex.I_ne_zero (by exact_mod_cast Real.pi_ne_zero)) hs'

/-- For plane waves on `[0, 2π]` the length-velocity relation holds exactly when the wave
numbers are opposite. -/
theorem planeWave_relation_iff (k l : ℤ) :
    ((k : ℂ) ^ 2 - (l : ℂ) ^ 2) / 2 * positionElement 0 (2 * π) (planeWave k) (planeWave l) =
      -I * momentumElement 0 (2 * π) (planeWave k) (planeWave l) ↔ l = -k := by
  have d := planeWave_defect k l
  constructor
  · intro h
    have h0 : I * π * ((k : ℂ) + l) = 0 := by linear_combination h - d
    have hI : I * (π : ℂ) ≠ 0 :=
      mul_ne_zero Complex.I_ne_zero (by exact_mod_cast Real.pi_ne_zero)
    have h1 : (k : ℂ) + l = 0 := (mul_eq_zero.1 h0).resolve_left hI
    have h2 : k + l = 0 := by exact_mod_cast h1
    omega
  · intro h
    have h1 : (l : ℂ) = -k := by rw [h]; push_cast; ring
    linear_combination d + I * π * h1

end

end LengthVelocityPeriodic
```

```lean
#print axioms LengthVelocityPeriodic.length_velocity_of_dirichlet
-- 'LengthVelocityPeriodic.length_velocity_of_dirichlet' depends on axioms: [propext, Classical.choice, Quot.sound]
#print axioms LengthVelocityPeriodic.periodic_counterexample
-- 'LengthVelocityPeriodic.periodic_counterexample' depends on axioms: [propext, Classical.choice, Quot.sound]
#print axioms LengthVelocityPeriodic.planeWave_relation_iff
-- 'LengthVelocityPeriodic.planeWave_relation_iff' depends on axioms: [propext, Classical.choice, Quot.sound]
```

## From the boundary identity to the counterexample

`length_velocity_boundary` is the general identity. Its inner statement `hG` is the formula for $B'$: the product rule is assembled from the derivatives of $x$, $f^*$, $g$, $f'^*$ and $g'$, with the second derivatives supplied by the two Schrödinger equations. The closing `linear_combination` checks the cancellation of the potential, using $i^2=-1$. Continuity of the integrands makes them integrable, and the fundamental theorem of calculus then produces `key`, which is rearranged into the stated form.

`length_velocity_of_dirichlet` sets the four boundary values to zero. `length_velocity_of_dirichlet_witness` shows that $\sin(nx)$ satisfies its hypotheses on $[0,\pi]$ with energy $n^2/2$; the case $n=0$ is the zero function, and $n\geq1$ gives the particle-in-a-box states.

For the ring, `planeWave_stationary` differentiates the exponential twice. `planeWave_momentum` combines the two exponentials into one, integrates it, and uses `hp`, the fact that $e^{2\pi i(l-k)}=1$. The condition $k\neq l$ is needed to divide by $i(l-k)$.

`planeWave_defect` evaluates the boundary terms in `hB` and inserts them into the general identity. `periodic_counterexample` then extracts $k\neq l$ and $k+l\neq0$ from $k^2\neq l^2$: the first removes the momentum element, the second keeps $i\pi(k+l)$ away from zero. `planeWave_relation_iff` reads the same defect formula in both directions: the relation holds exactly when $i\pi(k+l)=0$.

## Small cases where a hypothesis is missing

Without $k^2\neq l^2$, the conclusions of the counterexample can fail in two ways. For $k=1$, $l=-1$ the energies coincide and both sides of the relation are zero, so there is no violation. For $k=l=1$ the momentum element is $2\pi$ instead of zero; the relation still fails, since the energy difference is zero.

In the theorem for vanishing boundary values, it is not enough that one of the states vanishes at the ends. On $[0,2\pi]$ take $f=\sin x$ and $g=1$, unnormalised free states on the ring with energies $1/2$ and $0$. Only $f$ vanishes at the ends. Then $P=0$, but
$$(E_1-E_2)X=\tfrac12\int_0^{2\pi} x\sin x\,dx=-\pi.$$

## Position elements in a periodic code

For free particles on a one-dimensional ring, the result shows that integrating $x$ over the cell and multiplying by the energy difference does not reproduce the velocity-gauge matrix element between plane waves, unless their wave numbers are opposite. The same trap is present in optical-response calculations for crystals. The cell integral also depends on where the cell is cut: moving the interval to $[c,c+2\pi]$ multiplies the position element between plane waves with $k\neq l$ by $e^{i(l-k)c}$.

A plane-wave code can instead evaluate the momentum element directly, since $p$ is diagonal in that basis. For a local potential, an interband position element between non-degenerate Bloch states at the same crystal momentum is then obtained by dividing the momentum element by the energy difference, with the factor $-i$ in the convention used here. A nonlocal pseudopotential adds $i$ times its commutator with position to the velocity operator, so $p$ alone is no longer sufficient.
